# Uniqueness of the coefficients of the cubic and isotropic terms in a quartic field

The lemma concerns a quartic field on three-dimensional space, aY + b r⁴, where Y = x⁴ + y⁴ + z⁴ − (3/5) r⁴ is the cubic term, taken without a normalisation factor, and r⁴ is the isotropic one. If two such fields with real coefficients agree at every point, then their coefficients agree: a = a′ and b = b′. In mathematical terms, Y and r⁴ are linearly independent as functions on ℝ³. The attempt compares the fields at (1, 0, 0) and (1, 1, 0), where Y is 2/5 and −2/5 and r⁴ is 1 and 4, and leaves the two resulting linear equations to `linarith`.

In Lean, a first try:

```lean
import Mathlib

open Matrix

namespace CoefficientsUnique

noncomputable section

/-- The cubic quartic form `Y = x⁴ + y⁴ + z⁴ - (3/5) r⁴`. -/
def cubicY (x : Fin 3 → ℝ) : ℝ :=
  x 0 ^ 4 + x 1 ^ 4 + x 2 ^ 4 - 3 / 5 * (x ⬝ᵥ x) ^ 2

/-- The scalar product in Cartesian components. -/
theorem dot_components (u x : Fin 3 → ℝ) :
    u ⬝ᵥ x = u 0 * x 0 + u 1 * x 1 + u 2 * x 2 := by
  simp [dotProduct, Fin.sum_univ_three]

/-- The coefficients of `Y` and `r⁴` in a quartic field `aY + b r⁴` are unique. -/
theorem coefficients_unique {a b a' b' : ℝ}
    (h : ∀ x, a * cubicY x + b * (x ⬝ᵥ x) ^ 2 = a' * cubicY x + b' * (x ⬝ᵥ x) ^ 2) :
    a = a' ∧ b = b' := by
  -- compare the fields on a fourfold and on a twofold axis
  have h1 := h ![1, 0, 0]
  have h2 := h ![1, 1, 0]
  norm_num [cubicY, dot_components] at h1 h2
  constructor <;> linarith

end

end CoefficientsUnique
```

Lean reports:

```
Main.lean:26:18: error: linarith failed to find a contradiction
case left.h1
a b a' b' : ℝ
h : ∀ (x : Fin 3 → ℝ), a * cubicY x + b * (x ⬝ᵥ x) ^ 2 = a' * cubicY x + b' * (x ⬝ᵥ x) ^ 2
h1 : a * (1 + ![1, 0, 0] 2 ^ 4 - 3 / 5) + b = a' * (1 + ![1, 0, 0] 2 ^ 4 - 3 / 5) + b'
h2 : a * (2 + ![1, 1, 0] 2 ^ 4 - 12 / 5) + b * 4 = a' * (2 + ![1, 1, 0] 2 ^ 4 - 12 / 5) + b' * 4
a✝ : a < a'
⊢ False
failed
Main.lean:26:18: error: linarith failed to find a contradiction
case right.h1
a b a' b' : ℝ
h : ∀ (x : Fin 3 → ℝ), a * cubicY x + b * (x ⬝ᵥ x) ^ 2 = a' * cubicY x + b' * (x ⬝ᵥ x) ^ 2
h1 : a * (1 + ![1, 0, 0] 2 ^ 4 - 3 / 5) + b = a' * (1 + ![1, 0, 0] 2 ^ 4 - 3 / 5) + b'
h2 : a * (2 + ![1, 1, 0] 2 ^ 4 - 12 / 5) + b * 4 = a' * (2 + ![1, 1, 0] 2 ^ 4 - 12 / 5) + b' * 4
a✝ : b < b'
⊢ False
failed
```

Both messages come from the last line, one for each of the goals `a = a'` and `b = b'`. The two points are well chosen, but `norm_num` did not finish evaluating the fields there: `h1` still contains `![1, 0, 0] 2` and `h2` still contains `![1, 1, 0] 2`. Both entries are zero, but `linarith` does not work that out. It is left with products of the coefficients and unknown fourth powers, and the equations no longer determine the coefficients by linear arithmetic.

The repair first proves `hc`, the same identity written out for three real numbers `p`, `q`, `s`. In its proof, `simp only` unfolds `cubicY` and the scalar product, and `exact hx` is accepted because the entries of `![p, q, s]` are `p`, `q` and `s` by definition. Putting numbers into `hc` then gives `h1` and `h2` with no vectors in them, so `norm_num` has only arithmetic to do, and the unchanged `linarith` can solve the two independent linear equations.

The repair, with which the file compiles:

```diff
@@ -21,7 +21,16 @@
     a = a' ∧ b = b' := by
   -- compare the fields on a fourfold and on a twofold axis
-  have h1 := h ![1, 0, 0]
-  have h2 := h ![1, 1, 0]
-  norm_num [cubicY, dot_components] at h1 h2
+  have hc : ∀ p q s : ℝ,
+      a * (p ^ 4 + q ^ 4 + s ^ 4 - 3 / 5 * (p * p + q * q + s * s) ^ 2)
+        + b * (p * p + q * q + s * s) ^ 2
+      = a' * (p ^ 4 + q ^ 4 + s ^ 4 - 3 / 5 * (p * p + q * q + s * s) ^ 2)
+        + b' * (p * p + q * q + s * s) ^ 2 := by
+    intro p q s
+    have hx := h ![p, q, s]
+    simp only [cubicY, dot_components] at hx
+    exact hx
+  have h1 := hc 1 0 0
+  have h2 := hc 1 1 0
+  norm_num at h1 h2
   constructor <;> linarith
 
```
